# $N$ independent crystal nuclei, each with hit probability $x/N$, leave a point untransformed with a probability that tends to $e^{-x}$ as $N$ grows

**Q:** You model a nucleus as a random point of an arbitrary measurable space $\Omega$, and the causal cone as a measurable subset. Where are the growing grains?

**A:** They enter through one number. A nucleus is the birth of a crystal grain at some place and time. Fix a point of the material and a time $t$. Its causal cone is the set of birth places and times from which a grain reaches that point by $t$. Whether the point has transformed depends only on whether some nucleus lies in the cone. For a given number of independent nuclei with one common law, the chance of that is fixed by the probability that a single nucleus lies in the cone.

```lean
import Mathlib

open MeasureTheory Filter
open scoped Topology

namespace NucleationGrowth

noncomputable section
```

**Q:** Then that probability must carry the growth law. How?

**A:** Through the extended volume, the grain volume per unit volume of material with overlaps ignored. Let $I$ be the nucleation rate per unit volume, $G$ the growth speed, $c$ a shape factor and $d$ the growth dimension. A grain born at $s$ has volume $c(G(t-s))^d$ at time $t$, so
$$x(t)=\int_0^t I\,c\,(G(t-s))^d\,ds .$$

```lean
/-- The extended volume at time `t`: grains nucleate at rate `I` per unit volume, and one born
at time `s` has the volume `c (G (t - s))^d` at time `t`, overlaps being ignored. -/
def extendedVolume (I c G : ℝ) (d : ℕ) (t : ℝ) : ℝ :=
  ∫ s in (0 : ℝ)..t, I * (c * (G * (t - s)) ^ d)
```

The transformed fraction is defined as $X=1-e^{-x}$. The limit theorem below supplies the reason for this definition, once the fraction is identified with the probability that a typical point has transformed.

```lean
/-- The transformed fraction `1 - exp (-x)` that belongs to the extended volume `x`. -/
def transformedFraction (I c G : ℝ) (d : ℕ) (t : ℝ) : ℝ :=
  1 - Real.exp (-extendedVolume I c G d t)
```

**Q:** And the closed form?

**A:** Take the grain's age $a=t-s$ as the variable. Then $ds=-da$, the limits swap, and
$$x=IcG^d\int_0^t a^d\,da=\frac{IcG^d\,t^{d+1}}{d+1}.$$
In Lean, `h` pulls out the constants, `integral_comp_sub_left` makes the substitution and `integral_pow` evaluates the integral.

```lean
/-- At constant nucleation rate and growth speed the extended volume is
`I c G^d t^(d+1) / (d+1)`. -/
theorem extendedVolume_eq (I c G : ℝ) (d : ℕ) (t : ℝ) :
    extendedVolume I c G d t = I * c * G ^ d * t ^ (d + 1) / (d + 1) := by
  have h : ∀ s : ℝ, I * (c * (G * (t - s)) ^ d) = (I * c * G ^ d) * (t - s) ^ d := by
    intro s
    rw [mul_pow]
    ring
  unfold extendedVolume
  simp_rw [h]
  -- use the age of the grain as the integration variable
  rw [intervalIntegral.integral_const_mul,
    intervalIntegral.integral_comp_sub_left (fun s : ℝ => s ^ d) t, integral_pow,
    sub_self, sub_zero, zero_pow (Nat.succ_ne_zero d)]
  ring
```

**Q:** Is the survival probability $(1-x/N)^N$ put in by hand?

**A:** No. Independence is put in, as the product measure `Measure.pi` on configurations `ω : Fin N → Ω`, with one common law $P$ for all nuclei. If $C$ is the cone, the event "no nucleus in $C$" is the product of $N$ copies of the complement of $C$. Its probability is therefore
$$\prod_{i=1}^N\bigl(1-P(C)\bigr)=(1-P(C))^N .$$
The proof first rewrites the event as that product set, and `Measure.pi_pi` then multiplies the factors. The suffix `.real` means that the probability is read as a real number.

```lean
/-- If `N` nuclei are placed independently with the same law `P`, the probability that none
lies in the measurable region `C` is `(1 - P(C))^N`. -/
theorem prob_untouched {Ω : Type*} [MeasurableSpace Ω] (P : Measure Ω)
    [IsProbabilityMeasure P] {C : Set Ω} (hC : MeasurableSet C) (N : ℕ) :
    (Measure.pi (fun _ : Fin N => P)).real {ω | ∀ i, ω i ∉ C} = (1 - P.real C) ^ N := by
  -- the event is a product of complements
  have h : {ω : Fin N → Ω | ∀ i, ω i ∉ C} = Set.univ.pi (fun _ => Cᶜ) := by
    ext ω
    simp [Set.mem_pi]
  rw [h, measureReal_def, Measure.pi_pi, Finset.prod_const, Finset.card_univ,
    Fintype.card_fin, ENNReal.toReal_pow, prob_compl_eq_one_sub hC,
    ENNReal.toReal_sub_of_le prob_le_one ENNReal.one_ne_top, ENNReal.toReal_one,
    measureReal_def]
```

**Q:** So why should $P(C)$ equal $x/N$?

**A:** That is the hypothesis `hit`, and it stands for a short piece of physics. Spread $N=IVt$ nuclei uniformly over a specimen of volume $V$ and the time span from $0$ to $t$. This counts fictitious nuclei in material that has already transformed. They do no harm if $d$ is the dimension of the specimen and every grain is a copy of one convex shape, equally oriented and scaled by $G(t-s)$, because such a grain never overtakes the one that covers its birthplace. Take a point far enough from the surface for its cone to fit inside the specimen. The cone has space-time volume $\int_0^t c(G(t-s))^d\,ds=x/I$, so one nucleus hits it with probability $(x/I)/(Vt)=x/N$. The mean number of hits is $x$. The theorem assumes the result of this calculation and contains no specimen geometry.

The limit then follows from the logarithm. For $N>|x|$,
$$N\ln\left(1-\frac xN\right)=-x-\frac{x^2}{2N}-\dots\longrightarrow -x,$$
and continuity of the exponential gives $(1-x/N)^N\to e^{-x}$.

```lean
/-- Johnson-Mehl-Avrami-Kolmogorov law: let `N` independent nuclei with a common law each hit a
measurable region, the causal cone of a point, with probability `x/N` for all large `N`, where `x`
is the extended volume. Then the probability that none hits it tends to
`exp (-I c G^d t^(d+1) / (d+1))` as `N` grows. -/
theorem jmak_limit {Ω : Type*} [MeasurableSpace Ω] (P : ℕ → Measure Ω)
    [∀ N, IsProbabilityMeasure (P N)] (C : ℕ → Set Ω) (hC : ∀ N, MeasurableSet (C N))
    (I c G t : ℝ) (d : ℕ)
    (hit : ∀ᶠ N : ℕ in atTop, (P N).real (C N) = extendedVolume I c G d t / N) :
    Tendsto (fun N : ℕ =>
        (Measure.pi (fun _ : Fin N => P N)).real {ω | ∀ i, ω i ∉ C N})
      atTop (𝓝 (Real.exp (-(I * c * G ^ d * t ^ (d + 1) / (d + 1))))) := by
  rw [← extendedVolume_eq]
  -- compare with the classical limit of (1 - x/N)^N
  refine (Real.tendsto_one_add_div_pow_exp (-extendedVolume I c G d t)).congr' ?_
  filter_upwards [hit] with N hN
  rw [prob_untouched (P N) (hC N) N, hN, neg_div, ← sub_eq_add_neg]
```

**Q:** For small $N$ your hit probability exceeds one.

**A:** It would for $0<N<x$, which is why `hit` begins with `∀ᶠ N : ℕ in atTop`, "for all sufficiently large $N$". The law `P N` and the region `C N` may both change with $N$. When the specimen grows around a fixed point, the uniform law changes while the cone stays the same.

The proof turns on the Mathlib lemma `Tendsto.congr'`, used here as `.congr'`. If two sequences agree from some $N$ onwards and one has a limit, the other has the same limit. The known sequence is $(1+y/N)^N\to e^y$ at $y=-x$, from `Real.tendsto_one_add_div_pow_exp`. Then `filter_upwards [hit]` selects an $N$ at which the hypothesis holds, and `prob_untouched` shows that the two sequences agree there. The unprimed `congr` would demand agreement at every $N$, which `hit` does not provide.

**Q:** Can anything satisfy `hit`?

**A:** Yes, for every $x\ge 0$. Take the uniform law on $[0,1]$ and the region $[0,x/N]$. Once $N$ is positive and at least $x$, the region lies inside the unit interval and has probability equal to its length, $x/N$. This is a consistency example and not a picture of a crystal.

```lean
/-- The uniform law on the unit interval is a probability measure, and for `0 ≤ x ≤ N` with
`N` positive it gives the measurable region `[0, x/N]` the probability `x/N`. -/
theorem jmak_limit_witness (x : ℝ) (hx : 0 ≤ x) :
    IsProbabilityMeasure (volume.restrict (Set.Icc (0 : ℝ) 1)) ∧
    ∀ N : ℕ, 0 < N → x ≤ N → MeasurableSet (Set.Icc (0 : ℝ) (x / N)) ∧
      (volume.restrict (Set.Icc (0 : ℝ) 1)).real (Set.Icc 0 (x / N)) = x / N := by
  refine ⟨⟨by simp⟩, fun N hN hxN => ⟨measurableSet_Icc, ?_⟩⟩
  have hN' : (0 : ℝ) < N := by exact_mod_cast hN
  have h1 : x / N ≤ 1 := (div_le_one₀ hN').mpr hxN
  have h0 : 0 ≤ x / N := div_nonneg hx hN'.le
  rw [measureReal_def, Measure.restrict_apply measurableSet_Icc,
    Set.inter_eq_left.mpr (Set.Icc_subset_Icc_right h1), Real.volume_Icc, sub_zero,
    ENNReal.toReal_ofReal h0]
```

**Q:** Experimenters quote an Avrami exponent. Where does it come from?

**A:** From the power law. For positive $I$, $c$, $G$ and $t$, put $K=IcG^d/(d+1)$. Then $x=Kt^{d+1}$ and
$$\ln x=\ln K+(d+1)\ln t .$$
Positivity is what allows the logarithm of the product to be split.

```lean
/-- For positive rate, shape factor, growth speed and time, the logarithm of the extended
volume is linear in `ln t` with slope `d + 1`. -/
theorem log_extendedVolume {I c G t : ℝ} (hI : 0 < I) (hc : 0 < c) (hG : 0 < G)
    (ht : 0 < t) (d : ℕ) :
    Real.log (extendedVolume I c G d t) =
      Real.log (I * c * G ^ d / (d + 1)) + (d + 1) * Real.log t := by
  have hK : 0 < I * c * G ^ d / ((d : ℝ) + 1) := by positivity
  have h : I * c * G ^ d * t ^ (d + 1) / ((d : ℝ) + 1) =
      I * c * G ^ d / ((d : ℝ) + 1) * t ^ (d + 1) := by ring
  rw [extendedVolume_eq, h, Real.log_mul hK.ne' (pow_pos ht _).ne', Real.log_pow,
    Nat.cast_add_one]
```

With $u=\ln t$ this reads $\ln x=\ln K+(d+1)u$, whose derivative in $u$ is $d+1$. Lean states it by inserting $t=e^u$, which makes every time positive automatically.

```lean
/-- The Avrami exponent: for positive rate, shape factor and growth speed, the derivative of
`ln x` with respect to `u = ln t` is `d + 1` at every time `t = exp u`. -/
theorem avrami_exponent {I c G : ℝ} (hI : 0 < I) (hc : 0 < c) (hG : 0 < G)
    (d : ℕ) (u : ℝ) :
    HasDerivAt (fun v => Real.log (extendedVolume I c G d (Real.exp v))) (d + 1) u := by
  have h : (fun v => Real.log (extendedVolume I c G d (Real.exp v))) =
      fun v => Real.log (I * c * G ^ d / (d + 1)) + ((d : ℝ) + 1) * v := by
    funext v
    rw [log_extendedVolume hI hc hG (Real.exp_pos v), Real.log_exp]
  rw [h]
  exact (((hasDerivAt_id' u).const_mul ((d : ℝ) + 1)).const_add _).congr_deriv (mul_one _)
```

**Q:** But one measures $X$, not $x$.

**A:** Since $1-X=e^{-x}$, we have $-\ln(1-X)=x$, and a second logarithm gives the same straight line:
$$\ln(-\ln(1-X))=\ln K+(d+1)\ln t .$$
If a crystallisation experiment or simulation meets the conditions behind `hit`, with random nucleation at constant rate and growth at constant speed, the slope of this plot therefore gives $d+1$.

```lean
/-- The Avrami plot: for positive rate, shape factor, growth speed and time,
`ln (-ln (1 - X))` of the transformed fraction `X` is a straight line in `ln t` with
slope `d + 1`. -/
theorem avrami_plot {I c G t : ℝ} (hI : 0 < I) (hc : 0 < c) (hG : 0 < G)
    (ht : 0 < t) (d : ℕ) :
    Real.log (-Real.log (1 - transformedFraction I c G d t)) =
      Real.log (I * c * G ^ d / (d + 1)) + (d + 1) * Real.log t := by
  rw [transformedFraction, sub_sub_cancel, Real.log_exp, neg_neg,
    log_extendedVolume hI hc hG ht]
```

**Q:** And impingement, the loss of growth where grains meet?

**A:** Differentiating the closed form gives $dx/dt=IcG^d t^d$. The chain rule then gives
$$\frac{dX}{dt}=e^{-x}\frac{dx}{dt}=(1-X)\,IcG^d t^d .$$
Only the untransformed fraction is available for growth. The Lean proof takes the same two steps and needs no sign conditions. It concerns the limiting $X$, not a specimen with finitely many nuclei.

```lean
/-- The impingement law: the transformed fraction `X` grows at the rate
`(1 - X) I c G^d t^d`, the growth rate of the extended volume times the untransformed
fraction. -/
theorem transformedFraction_rate (I c G : ℝ) (d : ℕ) (t : ℝ) :
    HasDerivAt (extendedVolume I c G d) (I * c * G ^ d * t ^ d) t ∧
    HasDerivAt (transformedFraction I c G d)
      ((1 - transformedFraction I c G d t) * (I * c * G ^ d * t ^ d)) t := by
  have hx : HasDerivAt (extendedVolume I c G d) (I * c * G ^ d * t ^ d) t := by
    have h : extendedVolume I c G d =
        fun τ => I * c * G ^ d / ((d : ℝ) + 1) * τ ^ (d + 1) := by
      funext τ
      rw [extendedVolume_eq]
      ring
    have hd : (d : ℝ) + 1 ≠ 0 := by positivity
    rw [h]
    refine ((hasDerivAt_pow (d + 1) t).const_mul _).congr_deriv ?_
    rw [Nat.add_sub_cancel, Nat.cast_add_one]
    field_simp
  refine ⟨hx, ?_⟩
  -- chain rule for 1 - exp (-x)
  refine (hx.fun_neg.exp.const_sub 1).congr_deriv ?_
  simp only [transformedFraction]
  ring

end

end NucleationGrowth
```

**Q:** So what would still make you hesitate before calling this the Johnson-Mehl-Avrami-Kolmogorov law of a real material?

**A:** The step from geometry to `hit`. A material with clustered nuclei, a nucleation rate that varies in time, or diffusion-limited growth needs a different $x$ or a different probability model. What is established is the passage from independent hits to the exponential, together with the kinetics of that exponential at constant $I$ and $G$.

```lean
#print axioms NucleationGrowth.jmak_limit
-- 'NucleationGrowth.jmak_limit' depends on axioms: [propext, Classical.choice, Quot.sound]
#print axioms NucleationGrowth.avrami_exponent
-- 'NucleationGrowth.avrami_exponent' depends on axioms: [propext, Classical.choice, Quot.sound]
#print axioms NucleationGrowth.avrami_plot
-- 'NucleationGrowth.avrami_plot' depends on axioms: [propext, Classical.choice, Quot.sound]
#print axioms NucleationGrowth.transformedFraction_rate
-- 'NucleationGrowth.transformedFraction_rate' depends on axioms: [propext, Classical.choice, Quot.sound]
```
